# Explicit Euler for the Schrödinger equation converges at fixed time when the Hamiltonian is bounded and time-independent

A quantum system with Hamiltonian H evolves by i dψ/dt = Hψ, in units with ħ = 1. The simplest way to follow it numerically is the explicit Euler step of length τ,

ψ → ψ − iτHψ.

This step doesn't conserve probability. An eigenstate of energy E has its norm multiplied by √(1 + τ²E²) each time, which exceeds 1 whenever τE ≠ 0. Does the scheme still reach the right state at a fixed time t if the step is made short enough?

For bounded self-adjoint H it does. With n ≥ 1 steps of length t/n, and

x = t²‖H‖²/(2n),

the error in operator norm satisfies

‖(1 − itH/n)ⁿ − exp(−itH)‖ ≤ x exp(x).

Here n counts time steps; it is not the size of the matrix. For a normalised initial state, the same number bounds the error of the final state vector.

## Hamiltonian, step and propagator

The argument uses only sums, products, adjoints and the norm of operators, so H is taken from a unital complex C*-algebra `A`. Bounded operators on a Hilbert space form one example and complex square matrices another. The adjoint † is written `star`, and `CStarRing` supplies the identity ‖a†a‖ = ‖a‖². For matrices, the opened scope `Matrix.Norms.L2Operator` selects the operator norm, which for Hermitian H is the largest absolute value of an eigenvalue.

In Lean 4 with Mathlib:

```lean
import Mathlib

open Filter Topology
open scoped Matrix.Norms.L2Operator

namespace ExplicitEulerConvergence

noncomputable section

variable {A : Type*} [NormedRing A] [StarRing A] [CStarRing A] [NormedAlgebra ℂ A]
  [StarModule ℂ A] [CompleteSpace A]
```

The evolution over a time τ is generated by

G = −iτH.

```lean
/-- The generator `-iτH` of the evolution over a time `τ` under the Hamiltonian `H`. -/
def generator (H : A) (τ : ℝ) : A := (-(Complex.I * (τ : ℂ))) • H
```

One Euler step keeps the first two terms of the exponential series:

S = 1 + G = 1 − iτH.

```lean
/-- One explicit Euler step `1 - iτH` for the Schrödinger equation. -/
def eulerStep (H : A) (τ : ℝ) : A := 1 + generator H τ
```

The exact evolution over a time t is

U(t) = exp(−itH).

```lean
/-- The exact propagator `exp(-itH)`. -/
def propagator (H : A) (t : ℝ) : A := NormedSpace.exp (generator H t)
```

## The exact evolution is unitary

If U†U = 1, the C*-identity gives

‖U‖² = ‖U†U‖ = ‖1‖ = 1.

In the zero algebra, which includes the 0 × 0 matrices, the norm is 0 instead. The bound ‖U‖ ≤ 1 holds in both cases.

```lean
omit [NormedAlgebra ℂ A] [StarModule ℂ A] [CompleteSpace A] in
/-- A unitary element has norm at most one. -/
theorem norm_le_one_of_unitary {U : A} (hU : U ∈ unitary A) : ‖U‖ ≤ 1 := by
  rcases subsingleton_or_nontrivial A with h | h
  · rw [Subsingleton.elim U 0, norm_zero]
    exact zero_le_one
  · exact (CStarRing.norm_of_mem_unitary hU).le
```

Since H† = H and τ is real,

G† = (−iτH)† = iτH = −G.

```lean
omit [CStarRing A] [CompleteSpace A] in
/-- For a self-adjoint Hamiltonian the generator `-iτH` is anti-Hermitian. -/
theorem star_generator {H : A} (hH : IsSelfAdjoint H) (τ : ℝ) :
    star (generator H τ) = -generator H τ := by
  have h : star (-(Complex.I * (τ : ℂ))) = Complex.I * τ := by simp
  rw [generator, star_smul, hH.star_eq, h, neg_smul, neg_neg]
```

An anti-Hermitian G commutes with −G, so

(exp G)† exp G = exp(−G) exp(G) = 1,

and likewise in the other order.

```lean
omit [StarModule ℂ A] in
/-- The exponential of an anti-Hermitian generator is unitary. -/
theorem exp_unitary {G : A} (hG : star G = -G) : NormedSpace.exp G ∈ unitary A := by
  let : NormedAlgebra ℚ A := NormedAlgebra.restrictScalars ℚ ℂ A
  exact NormedSpace.exp_mem_unitary_of_mem_skewAdjoint (skewAdjoint.mem_iff.mpr hG)
```

## Error of a single step

For real s, sG is also anti-Hermitian, so ‖exp(sG)‖ ≤ 1. The derivative of exp(sG) is exp(sG)G, whose norm is at most ‖G‖. Integrating from 0 to s gives

‖exp(sG) − 1‖ ≤ s‖G‖ for 0 ≤ s ≤ 1.

Now let r(s) = exp(sG) − 1 − sG. Then r(0) = 0 and

‖r′(s)‖ = ‖(exp(sG) − 1)G‖ ≤ s‖G‖².

Integrating from 0 to 1 gives

‖exp G − (1 + G)‖ ≤ ‖G‖²/2.

```lean
/-- Local error: for an anti-Hermitian generator `G`, one Euler step `1 + G` differs from
`exp G` by at most `‖G‖²/2`. -/
theorem local_error {G : A} (hG : star G = -G) :
    ‖(1 + G) - NormedSpace.exp G‖ ≤ ‖G‖ ^ 2 / 2 := by
  have hU : ∀ s : ℝ, ‖NormedSpace.exp (s • G)‖ ≤ 1 := fun s =>
    norm_le_one_of_unitary (exp_unitary (by rw [star_smul, hG, smul_neg, star_trivial]))
  have hE : ∀ s : ℝ, HasDerivAt (fun u : ℝ => NormedSpace.exp (u • G))
      (NormedSpace.exp (s • G) * G) s := fun s => hasDerivAt_exp_smul_const G s
  -- the exact evolution leaves the identity at speed at most `‖G‖`
  have h1 : ∀ s ∈ Set.Icc (0 : ℝ) 1, ‖NormedSpace.exp (s • G) - 1‖ ≤ ‖G‖ * s := by
    have hd : ∀ s : ℝ, HasDerivAt (fun u : ℝ => NormedSpace.exp (u • G) - 1)
        (NormedSpace.exp (s • G) * G) s := fun s => (hE s).sub_const 1
    intro s hs
    refine image_norm_le_of_norm_deriv_right_le_deriv_boundary
      (f := fun u : ℝ => NormedSpace.exp (u • G) - 1)
      (f' := fun u => NormedSpace.exp (u • G) * G)
      (B := fun u => ‖G‖ * u) (B' := fun _ => ‖G‖)
      (fun u _ => (hd u).continuousAt.continuousWithinAt)
      (fun u _ => (hd u).hasDerivWithinAt) (by simp [NormedSpace.exp_zero])
      (fun u => ((hasDerivAt_id u).const_mul ‖G‖).congr_deriv (mul_one _))
      (fun u _ => ?_) hs
    exact (norm_mul_le _ _).trans (mul_le_of_le_one_left (norm_nonneg _) (hU u))
  -- integrate once more
  have hd : ∀ s : ℝ, HasDerivAt (fun u : ℝ => NormedSpace.exp (u • G) - (1 + u • G))
      (NormedSpace.exp (s • G) * G - G) s := by
    intro s
    have h := (hE s).fun_sub (((hasDerivAt_id s).smul_const G).const_add (1 : A))
    exact h.congr_deriv (by rw [one_smul])
  have h2 : ‖NormedSpace.exp ((1 : ℝ) • G) - (1 + (1 : ℝ) • G)‖
      ≤ ‖G‖ ^ 2 / 2 * (1 * 1) := by
    refine image_norm_le_of_norm_deriv_right_le_deriv_boundary (a := 0) (b := 1)
      (f := fun u : ℝ => NormedSpace.exp (u • G) - (1 + u • G))
      (f' := fun u => NormedSpace.exp (u • G) * G - G)
      (B := fun u => ‖G‖ ^ 2 / 2 * (u * u)) (B' := fun u => ‖G‖ ^ 2 * u)
      (fun u _ => (hd u).continuousAt.continuousWithinAt)
      (fun u _ => (hd u).hasDerivWithinAt) (by simp [NormedSpace.exp_zero])
      (fun u => (((hasDerivAt_id u).mul (hasDerivAt_id u)).const_mul
        (‖G‖ ^ 2 / 2)).congr_deriv (by simp only [id]; ring))
      (fun u hu => ?_) ⟨zero_le_one, le_rfl⟩
    calc ‖NormedSpace.exp (u • G) * G - G‖
        = ‖(NormedSpace.exp (u • G) - 1) * G‖ := by rw [sub_mul, one_mul]
      _ ≤ ‖NormedSpace.exp (u • G) - 1‖ * ‖G‖ := norm_mul_le _ _
      _ ≤ (‖G‖ * u) * ‖G‖ :=
          mul_le_mul_of_nonneg_right (h1 u ⟨hu.1, hu.2.le⟩) (norm_nonneg _)
      _ = ‖G‖ ^ 2 * u := by ring
  rw [one_smul] at h2
  rw [norm_sub_rev]
  linarith
```

Both integrations are applications of `image_norm_le_of_norm_deriv_right_le_deriv_boundary`: a function whose derivative is bounded in norm by that of a real function `B`, and which starts no larger than `B`, stays below it. The choices of `B` are ‖G‖u and then ‖G‖²u²/2. The facts `h1` and `h2` are the two displayed estimates, the second at s = 1.

## Norm growth of a single step

The cross terms cancel because G is anti-Hermitian:

(1 + G)†(1 + G) = (1 − G)(1 + G) = 1 − G².

Therefore

‖1 + G‖² = ‖1 − G²‖ ≤ 1 + ‖G‖² ≤ exp(‖G‖²),

and a square root gives

‖1 + G‖ ≤ exp(‖G‖²/2).

The excess over 1 is of second order in the step length. Over n steps of length t/n it accumulates only to order 1/n, which is why the growth does no lasting harm at fixed t.

```lean
omit [NormedAlgebra ℂ A] [StarModule ℂ A] [CompleteSpace A] in
/-- Norm growth: for an anti-Hermitian generator `G`, one Euler step amplifies by at most
`exp(‖G‖²/2)`. -/
theorem amplification {G : A} (hG : star G = -G) : ‖1 + G‖ ≤ Real.exp (‖G‖ ^ 2 / 2) := by
  have e : star (1 + G) * (1 + G) = 1 - G * G := by
    rw [star_add, star_one, hG]
    noncomm_ring
  have h1 : ‖1 + G‖ * ‖1 + G‖ ≤ 1 + ‖G‖ ^ 2 := by
    rw [← CStarRing.norm_star_mul_self, e, sq]
    exact (norm_sub_le _ _).trans
      (add_le_add (norm_le_one_of_unitary (one_mem _)) (norm_mul_le _ _))
  have h2 : Real.exp (‖G‖ ^ 2 / 2) * Real.exp (‖G‖ ^ 2 / 2) = Real.exp (‖G‖ ^ 2) := by
    rw [← Real.exp_add, add_halves]
  by_contra h
  nlinarith [not_le.mp h, Real.exp_pos (‖G‖ ^ 2 / 2), Real.add_one_le_exp (‖G‖ ^ 2)]
```

The square root is taken by contradiction: `nlinarith` compares the squares of the two non-negative sides.

## Accumulation over many steps

Let S be any step with ‖S‖ ≤ M, where M ≥ 1, and let U be a unitary with ‖S − U‖ ≤ δ. Adding and subtracting SUᵏ gives

Sᵏ⁺¹ − Uᵏ⁺¹ = S(Sᵏ − Uᵏ) + (S − U)Uᵏ.

If the error after k steps is at most kδMᵏ, the next one is at most

M · kδMᵏ + δ ≤ (k + 1)δMᵏ⁺¹.

The error is zero at k = 0, so by induction

‖Sᵏ − Uᵏ‖ ≤ kδMᵏ.

```lean
omit [NormedAlgebra ℂ A] [StarModule ℂ A] [CompleteSpace A] in
/-- Error accumulation: if a step `S` of norm at most `M`, with `M ≥ 1`, is within `δ` of a
unitary `U`, then after `k` steps the error is at most `k δ Mᵏ`. -/
theorem error_accumulation {S U : A} {M δ : ℝ} (hU : U ∈ unitary A) (hS : ‖S‖ ≤ M)
    (hM : 1 ≤ M) (hδ : ‖S - U‖ ≤ δ) (k : ℕ) : ‖S ^ k - U ^ k‖ ≤ k * δ * M ^ k := by
  have hM0 : 0 ≤ M := zero_le_one.trans hM
  have hδ0 : 0 ≤ δ := (norm_nonneg _).trans hδ
  induction k with
  | zero => simp
  | succ k ih =>
    have e : S ^ (k + 1) - U ^ (k + 1) = S * (S ^ k - U ^ k) + (S - U) * U ^ k := by
      rw [pow_succ', pow_succ', mul_sub, sub_mul]
      abel
    have hp : ‖U ^ k‖ ≤ 1 := norm_le_one_of_unitary (pow_mem hU k)
    have hMk : 1 ≤ M ^ (k + 1) := one_le_pow₀ hM
    calc ‖S ^ (k + 1) - U ^ (k + 1)‖
        ≤ ‖S‖ * ‖S ^ k - U ^ k‖ + ‖S - U‖ * ‖U ^ k‖ := by
          rw [e]
          exact (norm_add_le _ _).trans (add_le_add (norm_mul_le _ _) (norm_mul_le _ _))
      _ ≤ M * (k * δ * M ^ k) + δ * 1 := by gcongr
      _ ≤ M * (k * δ * M ^ k) + δ * M ^ (k + 1) := by gcongr
      _ = ((k + 1 : ℕ) : ℝ) * δ * M ^ (k + 1) := by push_cast; ring
```

Now take τ = t/n, so that ‖G‖ = |t|‖H‖/n. The previous estimates supply δ = ‖G‖²/2 and M = exp(‖G‖²/2), hence

nδ = t²‖H‖²/(2n) = x and Mⁿ = exp(nδ) = exp(x).

Since n exact steps compose to the full evolution, exp(G)ⁿ = exp(nG) = exp(−itH), the total error is at most

nδMⁿ = x exp(x).

```lean
/-- Global error of explicit Euler: for self-adjoint `H` and `n ≥ 1` steps of length `t/n`,
the error is at most `x eˣ` with `x = t²‖H‖²/(2n)`. -/
theorem euler_global_error {H : A} (hH : IsSelfAdjoint H) (t : ℝ) {n : ℕ} (hn : 0 < n) :
    ‖eulerStep H (t / n) ^ n - propagator H t‖
      ≤ t ^ 2 * ‖H‖ ^ 2 / (2 * n) * Real.exp (t ^ 2 * ‖H‖ ^ 2 / (2 * n)) := by
  have hnR : (n : ℝ) ≠ 0 := by exact_mod_cast hn.ne'
  have hnC : (n : ℂ) ≠ 0 := by exact_mod_cast hn.ne'
  have hG := star_generator hH (t / n)
  -- `n` exact short steps make up the full evolution
  have hP : propagator H (t / n) ^ n = propagator H t := by
    let : NormedAlgebra ℚ A := NormedAlgebra.restrictScalars ℚ ℂ A
    unfold propagator
    rw [← NormedSpace.exp_nsmul]
    congr 1
    unfold generator
    rw [← Nat.cast_smul_eq_nsmul ℂ, smul_smul]
    congr 1
    push_cast
    field_simp
  have hx : (n : ℝ) * (‖generator H (t / n)‖ ^ 2 / 2) = t ^ 2 * ‖H‖ ^ 2 / (2 * n) := by
    rw [generator, norm_smul, norm_neg, norm_mul, Complex.norm_I, one_mul,
      Complex.norm_real, Real.norm_eq_abs, mul_pow, sq_abs]
    field_simp
  have h : ‖eulerStep H (t / n) ^ n - propagator H (t / n) ^ n‖
      ≤ n * (‖generator H (t / n)‖ ^ 2 / 2)
        * Real.exp (‖generator H (t / n)‖ ^ 2 / 2) ^ n :=
    error_accumulation (exp_unitary hG) (amplification hG)
      (Real.one_le_exp (by positivity)) (local_error hG) n
  rwa [hP, ← Real.exp_nat_mul, hx] at h
```

In the code, `hP` is the composition of the exact steps and `hx` is the identity nδ = x.

## The bound for Hermitian matrices

For a Hermitian matrix the result reads, with everything written out,

‖(1 − (it/n)H)ⁿ − exp(−itH)‖ ≤ (t²‖H‖²/(2n)) exp(t²‖H‖²/(2n)).

The finite type `ι` labels the basis states, `H.IsHermitian` says H† = H, `t` is any real time, and `hn` requires at least one step.

```lean
/-- The global error bound for a Hermitian matrix `H` in the operator norm, with `n ≥ 1`
Euler steps. -/
theorem euler_global_error_matrix {ι : Type*} [Fintype ι] [DecidableEq ι]
    {H : Matrix ι ι ℂ} (hH : H.IsHermitian) (t : ℝ) {n : ℕ} (hn : 0 < n) :
    ‖(1 - (Complex.I * t / n) • H) ^ n - NormedSpace.exp ((-(Complex.I * t)) • H)‖
      ≤ t ^ 2 * ‖H‖ ^ 2 / (2 * n) * Real.exp (t ^ 2 * ‖H‖ ^ 2 / (2 * n)) := by
  have : CompleteSpace (Matrix ι ι ℂ) := FiniteDimensional.complete ℂ _
  have h := euler_global_error (A := Matrix ι ι ℂ) (H := H) hH t hn
  have e : eulerStep H (t / n) = 1 - (Complex.I * t / n) • H := by
    rw [eulerStep, generator, neg_smul, ← sub_eq_add_neg]
    push_cast
    rw [mul_div_assoc]
  rw [e] at h
  exact h
```

The proof specialises the general theorem and identifies its Euler step with the matrix expression.

In a real-time calculation with a fixed Hamiltonian matrix in a finite orthonormal basis, the theorem bounds the error of repeating "multiply ψ by H, then subtract iτ times the result from ψ". Take ‖H‖ = 10 and t = 1 in atomic units, with n = 10 000 steps. Then x = 0.005, and the final vector is off by at most about 0.00503 for a normalised start. Running to t = 10 with the same step length gives x = 0.05 and a bound of about 0.0526. At fixed step length x grows in proportion to t, so convergence at fixed time gives no licence for arbitrarily long runs.

A molecular Hamiltonian in continuous space is unbounded. The passage from it to a finite matrix introduces a basis or grid error that must be estimated separately. The bound also leaves out rounding and time-dependent Hamiltonians.

Self-adjointness matters for the estimate, and normality of H is not enough. Take the 1 × 1 matrix H = i, which describes pure amplification, with t = 2 and n = 2. The Euler result is (1 + 1)² = 4 and the exact factor is exp(2), so the error is about 3.39. Here x = 1, and the claimed bound would be exp(1) ≈ 2.72.

## Convergence at fixed time

With t and H fixed, x → 0 as n → ∞, so x exp(x) → 0 and

(1 − itH/n)ⁿ → exp(−itH) in norm.

```lean
/-- At fixed time `t` and for self-adjoint `H`, the explicit Euler approximation converges in
norm to the exact propagator as the number of steps grows. -/
theorem euler_tendsto {H : A} (hH : IsSelfAdjoint H) (t : ℝ) :
    Tendsto (fun n : ℕ => eulerStep H (t / n) ^ n) atTop (𝓝 (propagator H t)) := by
  rw [tendsto_iff_norm_sub_tendsto_zero]
  have hx : Tendsto (fun n : ℕ => t ^ 2 * ‖H‖ ^ 2 / (2 * (n : ℝ))) atTop (𝓝 0) := by
    have h := tendsto_const_div_atTop_nhds_zero_nat (t ^ 2 * ‖H‖ ^ 2 / 2)
    simpa only [div_div] using h
  have hb := hx.mul ((Real.continuous_exp.tendsto 0).comp hx)
  rw [zero_mul] at hb
  refine squeeze_zero' (Eventually.of_forall fun n => norm_nonneg _) ?_ hb
  filter_upwards [eventually_gt_atTop 0] with n hn
  exact euler_global_error hH t hn
```

The statement is a limit along `atTop`, with `𝓝` denoting neighbourhoods of the exact propagator. The proof squeezes the error between 0 and the bound, using only n > 0.

## How small the error can be for one level

For a single level of real energy E the algebra is ℂ itself, and the norm growth can be computed exactly. Bernoulli's inequality gives

|(1 − itE/n)ⁿ|² = (1 + t²E²/n²)ⁿ ≥ 1 + t²E²/n.

Let e be the distance between the Euler result and the exact phase factor. That factor has modulus 1, so the Euler result has modulus at most 1 + e. Hence 1 + t²E²/n ≤ (1 + e)², that is,

t²E² ≤ n(2e + e²).

```lean
/-- Lower bound for a single level of energy `E`: after `n ≥ 1` Euler steps the error `e`
satisfies `t²E² ≤ n (2e + e²)`. -/
theorem euler_error_lower_bound (E t : ℝ) {n : ℕ} (hn : 0 < n) :
    t ^ 2 * E ^ 2 ≤ n * (2 * ‖eulerStep (E : ℂ) (t / n) ^ n - propagator (E : ℂ) t‖
      + ‖eulerStep (E : ℂ) (t / n) ^ n - propagator (E : ℂ) t‖ ^ 2) := by
  have hnR : (n : ℝ) ≠ 0 := by exact_mod_cast hn.ne'
  have hS : ∀ τ : ℝ, ‖eulerStep (E : ℂ) τ‖ ^ 2 = 1 + (τ * E) ^ 2 := by
    intro τ
    rw [← Complex.normSq_eq_norm_sq]
    simp [eulerStep, generator, Complex.normSq_apply]
    ring
  have hU : ‖propagator (E : ℂ) t‖ ≤ 1 :=
    norm_le_one_of_unitary (exp_unitary (star_generator (Complex.conj_ofReal E) t))
  -- Bernoulli's inequality bounds the norm growth from below
  have hB : 1 + (n : ℝ) * (t / n * E) ^ 2 ≤ (1 + (t / n * E) ^ 2) ^ n :=
    one_add_mul_le_pow (by linarith [sq_nonneg (t / n * E)]) n
  have hN : ‖eulerStep (E : ℂ) (t / n) ^ n‖ ^ 2 = (1 + (t / n * E) ^ 2) ^ n := by
    rw [norm_pow, ← hS (t / n), ← pow_mul, ← pow_mul, mul_comm]
  have hT := norm_sub_norm_le (eulerStep (E : ℂ) (t / n) ^ n) (propagator (E : ℂ) t)
  set e := ‖eulerStep (E : ℂ) (t / n) ^ n - propagator (E : ℂ) t‖
  have hQ : ‖eulerStep (E : ℂ) (t / n) ^ n‖ ^ 2 ≤ (e + 1) ^ 2 :=
    pow_le_pow_left₀ (norm_nonneg _) (by linarith) 2
  have hK : (n : ℝ) * (t / n * E) ^ 2 ≤ 2 * e + e ^ 2 := by nlinarith
  calc t ^ 2 * E ^ 2 = n * (n * (t / n * E) ^ 2) := by field_simp
    _ ≤ n * (2 * e + e ^ 2) := mul_le_mul_of_nonneg_left hK (Nat.cast_nonneg n)

end

end ExplicitEulerConvergence
```

Here `hS` is the growth in one step, `hB` is Bernoulli's inequality, and `hQ` is the comparison with (1 + e)². Put together with the upper bound, and with x = t²E²/(2n), this reads

√(1 + 2x) − 1 ≤ e ≤ x exp(x).

Both sides equal x to leading order as n grows. For a level with tE ≠ 0, the error therefore falls off as 1/n and no faster, with leading coefficient t²E²/2.

```lean
#print axioms ExplicitEulerConvergence.euler_global_error_matrix
-- 'ExplicitEulerConvergence.euler_global_error_matrix' depends on axioms: [propext, Classical.choice, Quot.sound]
#print axioms ExplicitEulerConvergence.euler_tendsto
-- 'ExplicitEulerConvergence.euler_tendsto' depends on axioms: [propext, Classical.choice, Quot.sound]
#print axioms ExplicitEulerConvergence.euler_error_lower_bound
-- 'ExplicitEulerConvergence.euler_error_lower_bound' depends on axioms: [propext, Classical.choice, Quot.sound]
```
